# Doubling a power-of-two slice number does not raise the primitive Trotter partition function of finite Hermitian matrices

The kinetic and potential operators are taken as Hermitian complex matrices \(T, V\) on a finite basis labelled by `n`, which leaves out unbounded operators on a continuum. With inverse temperature \(\beta\), any real number, and \(P\) slices, the primitive Trotter partition function is
\[ Z(P)=\operatorname{tr}\big[(e^{-\beta T/P}e^{-\beta V/P})^{P}\big]. \]
A trace of complex matrices is a complex number, so reality is proved and the inequalities compare real parts. The matrix inequality behind the result assumes only Hermitian factors, which includes positive semidefinite ones. For path-integral simulation in a finite basis it gives \(Z(1)\ge Z(2)\ge Z(4)\ge\dots\); other slice numbers and the limit \(P\to\infty\) are not treated.

In the code `ᴴ` is \(\dagger\), `‖·‖` is the complex modulus, and `M ^ 2 ^ (k + 1)` means \(M^{2^{k+1}}\). All matrices are square and of equal size, and \(m,k\ge 0\) are integers.

In Lean 4 with Mathlib:

```lean
import Mathlib

open Matrix

namespace TrotterDoubling

noncomputable section

variable {n : Type*} [Fintype n] [DecidableEq n]
```

## (a) Cyclicity for powers

Show that \(\operatorname{tr}(AB)^m=\operatorname{tr}(BA)^m\) for any matrices \(A,B\).

Induction on \(m\) gives \((AB)^mA=A(BA)^m\), which is `h`. For exponent \(0\) both sides are the trace of the identity. Otherwise
\[ \operatorname{tr}(AB)^{m+1}=\operatorname{tr}\big[A(BA)^mB\big]=\operatorname{tr}\big[BA(BA)^m\big]. \]

```lean
/-- Cyclicity of the trace for a power of a product: `tr (AB)^m = tr (BA)^m`. -/
theorem trace_pow_cycle (A B : Matrix n n ℂ) (m : ℕ) :
    trace ((A * B) ^ m) = trace ((B * A) ^ m) := by
  have h : ∀ m : ℕ, (A * B) ^ m * A = A * (B * A) ^ m := by
    intro m
    induction m with
    | zero => simp
    | succ m ih =>
      rw [pow_succ (A * B), pow_succ (B * A), ← Matrix.mul_assoc A ((B * A) ^ m), ← ih]
      simp only [Matrix.mul_assoc]
  cases m with
  | zero => simp
  | succ m =>
    rw [pow_succ (A * B), ← Matrix.mul_assoc ((A * B) ^ m) A B, h,
      Matrix.trace_mul_comm (A * (B * A) ^ m) B, pow_succ' (B * A), Matrix.mul_assoc B A]
```

## (b) The trace of a product

Show that \(2|\operatorname{tr}AB|\le\operatorname{tr}A^\dagger A+\operatorname{tr}B^\dagger B\).

For any matrix \(C\), \(\operatorname{tr}C^\dagger C=\sum_{ij}|C_{ji}|^2\) (`hs`). The triangle inequality (`h1`) and \(2ab\le a^2+b^2\) for real \(a,b\) (`h2`) give
\[ 2\Big|\sum_{ij}A_{ij}B_{ji}\Big|\le 2\sum_{ij}|A_{ij}||B_{ji}|\le\sum_{ij}|A_{ij}|^2+\sum_{ij}|B_{ji}|^2 . \]

```lean
omit [DecidableEq n] in
/-- For any square matrices, `2 |tr (AB)| ≤ tr (A†A) + tr (B†B)`. -/
theorem two_mul_norm_trace_mul_le (A B : Matrix n n ℂ) :
    2 * ‖trace (A * B)‖ ≤ (trace (Aᴴ * A)).re + (trace (Bᴴ * B)).re := by
  have hs : ∀ C : Matrix n n ℂ, (trace (Cᴴ * C)).re = ∑ i, ∑ j, ‖C j i‖ ^ 2 := by
    intro C
    simp only [Matrix.trace, Matrix.diag_apply, Matrix.mul_apply, Matrix.conjTranspose_apply,
      Complex.re_sum]
    refine Finset.sum_congr rfl fun i _ => Finset.sum_congr rfl fun j _ => ?_
    rw [Complex.sq_norm, Complex.normSq_apply]
    simp
  have hA : ∑ i, ∑ j, ‖A j i‖ ^ 2 = ∑ i, ∑ j, ‖A i j‖ ^ 2 := Finset.sum_comm
  -- triangle inequality on the double sum
  have h1 : ‖trace (A * B)‖ ≤ ∑ i, ∑ j, ‖A i j‖ * ‖B j i‖ := by
    simp only [Matrix.trace, Matrix.diag_apply, Matrix.mul_apply]
    refine (norm_sum_le _ _).trans (Finset.sum_le_sum fun i _ => ?_)
    refine (norm_sum_le _ _).trans (Finset.sum_le_sum fun j _ => ?_)
    exact norm_mul_le _ _
  -- 2ab ≤ a² + b² entry by entry
  have h2 : 2 * ∑ i, ∑ j, ‖A i j‖ * ‖B j i‖
      ≤ ∑ i, ∑ j, ‖A i j‖ ^ 2 + ∑ i, ∑ j, ‖B j i‖ ^ 2 := by
    rw [Finset.mul_sum, ← Finset.sum_add_distrib]
    refine Finset.sum_le_sum fun i _ => ?_
    rw [Finset.mul_sum, ← Finset.sum_add_distrib]
    refine Finset.sum_le_sum fun j _ => ?_
    nlinarith [sq_nonneg (‖A i j‖ - ‖B j i‖)]
  rw [hs A, hs B, hA]
  linarith
```

## (c) The Gram matrix of \(XY\)

For Hermitian \(X,Y\), show that \(\operatorname{tr}\big[(XY)^\dagger XY\big]^m=\operatorname{tr}(X^2Y^2)^m\).

Here \((XY)^\dagger XY=YX\,XY=Y\,(X^2Y)\), which is `e1`, and (a) moves the leading \(Y\) to the right.

```lean
/-- For Hermitian `X`, `Y` one has `tr ((XY)†(XY))^m = tr (X²Y²)^m`. -/
theorem trace_gram_pow {X Y : Matrix n n ℂ} (hX : X.IsHermitian) (hY : Y.IsHermitian) (m : ℕ) :
    trace (((X * Y)ᴴ * (X * Y)) ^ m) = trace ((X ^ 2 * Y ^ 2) ^ m) := by
  have e1 : (X * Y)ᴴ * (X * Y) = Y * (X ^ 2 * Y) := by
    rw [Matrix.conjTranspose_mul, hX.eq, hY.eq]
    simp only [pow_two, Matrix.mul_assoc]
  rw [e1, trace_pow_cycle Y (X ^ 2 * Y), Matrix.mul_assoc (X ^ 2) Y Y, pow_two Y]
```

## (d) Two coupled bounds

In this part \(P\) denotes a matrix. Prove for every \(k\), any \(M\) and Hermitian \(P,Q\):
\[ \mathrm{I}_k:\ |\operatorname{tr}M^{2^{k+1}}|\le\operatorname{Re}\operatorname{tr}(M^\dagger M)^{2^k}, \]
\[ \mathrm{II}_k:\ 2|\operatorname{tr}(PQ)^{2^k}|\le\operatorname{Re}\operatorname{tr}P^{2^{k+1}}+\operatorname{Re}\operatorname{tr}Q^{2^{k+1}} . \]

The induction carries both bounds. At \(k=0\), \(\mathrm{I}_0\) is (b) with \(A=B=M\), and \(\mathrm{II}_0\) is (b) with \(A=P\), \(B=Q\). For \(\mathrm{I}_{k+1}\), apply \(\mathrm{I}_k\) to \(M^2\), cycle one \(M^\dagger\) in \((M^2)^\dagger M^2=M^\dagger(M^\dagger MM)\), and apply \(\mathrm{II}_k\) to the Hermitian pair \(M^\dagger M\), \(MM^\dagger\):
\[ |\operatorname{tr}M^{2^{k+2}}|\le\operatorname{Re}\operatorname{tr}(M^\dagger M\,MM^\dagger)^{2^k}\le\tfrac12\operatorname{Re}\big[\operatorname{tr}(M^\dagger M)^{2^{k+1}}+\operatorname{tr}(MM^\dagger)^{2^{k+1}}\big]. \]
The last two traces agree by (a). For \(\mathrm{II}_{k+1}\), apply \(\mathrm{I}_k\) to \(PQ\), rewrite with (c), and apply \(\mathrm{II}_k\) to \(P^2,Q^2\):
\[ 2|\operatorname{tr}(PQ)^{2^{k+1}}|\le 2\operatorname{Re}\operatorname{tr}(P^2Q^2)^{2^k}\le\operatorname{Re}\operatorname{tr}P^{2^{k+2}}+\operatorname{Re}\operatorname{tr}Q^{2^{k+2}} . \]
In the code `hT` and `hH` are \(\mathrm{I}_k\) and \(\mathrm{II}_k\), `h3` is \(\operatorname{Re}z\le|z|\) for the middle trace \(z\), and `linarith` chains the inequalities.

```lean
/-- Two trace bounds: `|tr M^(2^(k+1))| ≤ tr (M†M)^(2^k)` for any `M`, and
`2 |tr (PQ)^(2^k)| ≤ tr P^(2^(k+1)) + tr Q^(2^(k+1))` for Hermitian `P`, `Q`. -/
theorem trace_pow_bounds (k : ℕ) :
    (∀ M : Matrix n n ℂ, ‖trace (M ^ 2 ^ (k + 1))‖ ≤ (trace ((Mᴴ * M) ^ 2 ^ k)).re) ∧
    (∀ P Q : Matrix n n ℂ, P.IsHermitian → Q.IsHermitian →
      2 * ‖trace ((P * Q) ^ 2 ^ k)‖
        ≤ (trace (P ^ 2 ^ (k + 1))).re + (trace (Q ^ 2 ^ (k + 1))).re) := by
  have hsq : ∀ (A : Matrix n n ℂ) (k : ℕ), (A ^ 2) ^ 2 ^ k = A ^ 2 ^ (k + 1) := by
    intro A k
    rw [← pow_mul, ← pow_succ']
  induction k with
  | zero =>
    constructor
    · intro M
      have h := two_mul_norm_trace_mul_le M M
      simp only [zero_add, pow_one, pow_zero, pow_two]
      linarith
    · intro P Q hP hQ
      have h := two_mul_norm_trace_mul_le P Q
      rw [hP.eq, hQ.eq] at h
      simp only [zero_add, pow_one, pow_zero, pow_two]
      exact h
  | succ k ih =>
    obtain ⟨hT, hH⟩ := ih
    constructor
    · intro M
      -- first bound on M², then second bound on M†M and MM†
      have h1 := hT (M ^ 2)
      have e1 : (M ^ 2)ᴴ * M ^ 2 = Mᴴ * (Mᴴ * M * M) := by
        simp only [pow_two, Matrix.conjTranspose_mul, Matrix.mul_assoc]
      rw [hsq M (k + 1), e1, trace_pow_cycle Mᴴ (Mᴴ * M * M),
        Matrix.mul_assoc (Mᴴ * M) M Mᴴ] at h1
      have hP : (Mᴴ * M).IsHermitian := by
        unfold Matrix.IsHermitian
        rw [Matrix.conjTranspose_mul, Matrix.conjTranspose_conjTranspose]
      have hQ : (M * Mᴴ).IsHermitian := by
        unfold Matrix.IsHermitian
        rw [Matrix.conjTranspose_mul, Matrix.conjTranspose_conjTranspose]
      have h2 := hH _ _ hP hQ
      rw [trace_pow_cycle M Mᴴ] at h2
      have h3 := Complex.re_le_norm (trace ((Mᴴ * M * (M * Mᴴ)) ^ 2 ^ k))
      linarith
    · intro P Q hP hQ
      -- first bound on PQ, then second bound on P² and Q²
      have h1 := hT (P * Q)
      rw [trace_gram_pow hP hQ] at h1
      have h2 := hH _ _ (hP.pow 2) (hQ.pow 2)
      rw [hsq P (k + 1), hsq Q (k + 1)] at h2
      have h3 := Complex.re_le_norm (trace ((P ^ 2 * Q ^ 2) ^ 2 ^ k))
      linarith
```

## (e) Reality

For Hermitian \(X,Y\), show that \(\operatorname{tr}(XY)^m\) is real.

Its complex conjugate is \(\operatorname{tr}\big[(XY)^m\big]^\dagger=\operatorname{tr}(YX)^m\), which equals \(\operatorname{tr}(XY)^m\) by (a).

```lean
/-- For Hermitian `X`, `Y` the trace of any power of `XY` is real. -/
theorem trace_mul_pow_im {X Y : Matrix n n ℂ} (hX : X.IsHermitian) (hY : Y.IsHermitian)
    (m : ℕ) : (trace ((X * Y) ^ m)).im = 0 := by
  have h : star (trace ((X * Y) ^ m)) = trace ((X * Y) ^ m) := by
    rw [← Matrix.trace_conjTranspose, Matrix.conjTranspose_pow, Matrix.conjTranspose_mul,
      hX.eq, hY.eq, trace_pow_cycle Y X]
  exact Complex.conj_eq_iff_im.mp h
```

## (f) The doubling inequality

For Hermitian \(X,Y\) and every \(k\), show that both traces below are real and that
\[ |\operatorname{tr}(XY)^{2^{k+1}}|\le\operatorname{tr}(X^2Y^2)^{2^k}. \]

Reality is (e) for \(X,Y\) and for \(X^2,Y^2\). The bound is \(\mathrm{I}_k\) at \(M=XY\), rewritten with (c). The three conjuncts of `trace_doubling_le` are two vanishing imaginary parts and the bound on the absolute value of the real part, obtained from \(|\operatorname{Re}z|\le|z|\).

```lean
/-- Doubling inequality: for Hermitian `X`, `Y` the traces `tr (XY)^(2^(k+1))` and
`tr (X²Y²)^(2^k)` are real, and the first is at most the second in absolute value. -/
theorem trace_doubling_le {X Y : Matrix n n ℂ} (hX : X.IsHermitian) (hY : Y.IsHermitian)
    (k : ℕ) :
    (trace ((X * Y) ^ 2 ^ (k + 1))).im = 0 ∧ (trace ((X ^ 2 * Y ^ 2) ^ 2 ^ k)).im = 0 ∧
      |(trace ((X * Y) ^ 2 ^ (k + 1))).re| ≤ (trace ((X ^ 2 * Y ^ 2) ^ 2 ^ k)).re := by
  refine ⟨trace_mul_pow_im hX hY _, trace_mul_pow_im (hX.pow 2) (hY.pow 2) _, ?_⟩
  have h := (trace_pow_bounds (n := n) k).1 (X * Y)
  rw [trace_gram_pow hX hY] at h
  exact (Complex.abs_re_le_norm _).trans h
```

## (g) Commuting factors

Show that the two traces are equal when \(XY=YX\), Hermitian or not.

Commutation gives \(X^2Y^2=(XY)^2\), and \(2\cdot 2^k=2^{k+1}\).

```lean
/-- For commuting `X`, `Y` the traces `tr (XY)^(2^(k+1))` and `tr (X²Y²)^(2^k)` are equal. -/
theorem trace_doubling_eq_of_commute {X Y : Matrix n n ℂ} (h : Commute X Y) (k : ℕ) :
    trace ((X * Y) ^ 2 ^ (k + 1)) = trace ((X ^ 2 * Y ^ 2) ^ 2 ^ k) := by
  rw [← h.mul_pow, ← pow_mul, ← pow_succ']
```

## (h) A strict case

Show that \(X=\operatorname{diag}(1,0)\) and the \(2\times2\) all-ones matrix \(Y\) are Hermitian with \(\operatorname{tr}(XY)^2=1\) and \(\operatorname{tr}X^2Y^2=2\), so that (f) is strict at \(k=0\).

```lean
/-- The projector on the first of two basis states. -/
def projFirst : Matrix (Fin 2) (Fin 2) ℂ := !![1, 0; 0, 0]

/-- The two-by-two matrix with all entries equal to one. -/
def allOnes : Matrix (Fin 2) (Fin 2) ℂ := !![1, 1; 1, 1]
```

Both matrices are real and symmetric. The product \(XY\) has rows \((1,1)\) and \((0,0)\), so \((XY)^2=XY\) has trace \(1\). Since \(X^2=X\) and \(Y^2=2Y\), \(X^2Y^2=2XY\) has trace \(2\). The code splits Hermiticity into the four entries and multiplies the matrices out. \(Y\) is twice the projector on \((1,1)/\sqrt2\); with the projector itself the values scale to \(1/4\) and \(1/2\). Both matrices are singular, so this pair illustrates the matrix inequality and is not a pair of Boltzmann factors.

```lean
/-- The Hermitian pair `X = projFirst`, `Y = allOnes` has `tr (XY)² = 1` and `tr (X²Y²) = 2`. -/
theorem strict_doubling_witness :
    projFirst.IsHermitian ∧ allOnes.IsHermitian ∧
      trace ((projFirst * allOnes) ^ 2) = 1 ∧ trace (projFirst ^ 2 * allOnes ^ 2) = 2 := by
  refine ⟨?_, ?_, ?_, ?_⟩
  · unfold Matrix.IsHermitian
    ext i j
    fin_cases i <;> fin_cases j <;> simp [projFirst, Matrix.conjTranspose_apply]
  · unfold Matrix.IsHermitian
    ext i j
    fin_cases i <;> fin_cases j <;> simp [allOnes, Matrix.conjTranspose_apply]
  · simp only [projFirst, allOnes, pow_two, Matrix.mul_fin_two, Matrix.trace_fin_two_of]
    norm_num
  · simp only [projFirst, allOnes, pow_two, Matrix.mul_fin_two, Matrix.trace_fin_two_of]
    norm_num
```

## (i) Squaring a Boltzmann factor

`boltzmann τ H` is \(e^{-\tau H}\) for a real imaginary-time step \(\tau\) (with \(\hbar=1\)) and a matrix \(H\), and `trotterZ T V β P` is \(Z(P)\), with \(P\) again the slice number.

```lean
/-- The Boltzmann factor `exp (-τ H)` for an imaginary-time step `τ`. -/
def boltzmann (τ : ℝ) (H : Matrix n n ℂ) : Matrix n n ℂ := NormedSpace.exp ((-τ) • H)

/-- The primitive Trotter partition function with `P` slices,
`tr (exp (-β T / P) exp (-β V / P))^P`. -/
def trotterZ (T V : Matrix n n ℂ) (β : ℝ) (P : ℕ) : ℂ :=
  trace ((boltzmann (β / P) T * boltzmann (β / P) V) ^ P)
```

Show that \((e^{-\tau H})^2=e^{-2\tau H}\) for any \(H\).

Write \(-2\tau H=(-\tau H)+(-\tau H)\). The summands commute, so the exponential of the sum is the product (`Matrix.exp_add_of_commute`).

```lean
/-- The square of the Boltzmann factor with step `τ` is the factor with step `2τ`. -/
theorem boltzmann_sq (τ : ℝ) (H : Matrix n n ℂ) : boltzmann τ H ^ 2 = boltzmann (2 * τ) H := by
  have h : (-(2 * τ)) • H = (-τ) • H + (-τ) • H := by
    rw [← add_smul]
    congr 1
    ring
  unfold boltzmann
  rw [h, Matrix.exp_add_of_commute _ _ (Commute.refl _), pow_two]
```

## (j) The Trotter partition function

For Hermitian \(T,V\), real \(\beta\) and every \(k\), show that \(Z(2^{k+1})\) and \(Z(2^k)\) are real and \(Z(2^{k+1})\le Z(2^k)\).

Set \(\tau=\beta/2^{k+1}\), \(X=e^{-\tau T}\), \(Y=e^{-\tau V}\). These are Hermitian because \((e^{A})^\dagger=e^{A^\dagger}\) and \(\tau\) is real (`herm`). Then \(\operatorname{tr}(XY)^{2^{k+1}}=Z(2^{k+1})\). By (i) and \(2\tau=\beta/2^k\) (`e`), \(X^2=e^{-\beta T/2^k}\) and \(Y^2=e^{-\beta V/2^k}\), so \(\operatorname{tr}(X^2Y^2)^{2^k}=Z(2^k)\). Part (f) applies, and `le_abs_self` removes the absolute value.

```lean
/-- For Hermitian `T`, `V` the Trotter partition functions with `2^(k+1)` and `2^k` slices are
real, and the one with `2^(k+1)` slices is at most the one with `2^k` slices. -/
theorem trotterZ_doubling_le {T V : Matrix n n ℂ} (hT : T.IsHermitian) (hV : V.IsHermitian)
    (β : ℝ) (k : ℕ) :
    (trotterZ T V β (2 ^ (k + 1))).im = 0 ∧ (trotterZ T V β (2 ^ k)).im = 0 ∧
      (trotterZ T V β (2 ^ (k + 1))).re ≤ (trotterZ T V β (2 ^ k)).re := by
  have herm : ∀ (τ : ℝ) (H : Matrix n n ℂ), H.IsHermitian → (boltzmann τ H).IsHermitian := by
    intro τ H hH
    unfold boltzmann Matrix.IsHermitian
    rw [← Matrix.exp_conjTranspose, Matrix.conjTranspose_smul, hH.eq, star_trivial]
  have e : 2 * (β / ((2 ^ (k + 1) : ℕ) : ℝ)) = β / ((2 ^ k : ℕ) : ℝ) := by
    push_cast
    rw [pow_succ]
    field_simp
    try ring
  -- the half-step factors play the roles of X and Y
  have h := trace_doubling_le (herm (β / ((2 ^ (k + 1) : ℕ) : ℝ)) T hT)
    (herm (β / ((2 ^ (k + 1) : ℕ) : ℝ)) V hV) k
  rw [boltzmann_sq, boltzmann_sq, e] at h
  exact ⟨h.1, h.2.1, (le_abs_self _).trans h.2.2⟩

end

end TrotterDoubling
```

```lean
#print axioms TrotterDoubling.trace_doubling_eq_of_commute
-- 'TrotterDoubling.trace_doubling_eq_of_commute' depends on axioms: [propext, Classical.choice, Quot.sound]
#print axioms TrotterDoubling.trotterZ_doubling_le
-- 'TrotterDoubling.trotterZ_doubling_le' depends on axioms: [propext, Classical.choice, Quot.sound]
```
